# Orbital derivative of the Hubbard energy (U/2) Tr(n − n²) at fixed projectors: the separable potential U(δ/2 − n)

## Projectors, occupation matrix, energy and potential

Let E be a complex inner-product space whose product ⟨x, y⟩ is conjugate-linear in x and linear in y, as in bra-ket notation. Take finitely many projectors φ_a ∈ E, labelled by a, b in a set M, and finitely many orbitals ψ_i ∈ E with real occupations f_i, labelled by i, j in a set I. Neither family is assumed normalised or orthogonal. The occupation matrix is

    n_ab = Σ_i f_i ⟨φ_a, ψ_i⟩ ⟨ψ_i, φ_b⟩

that is, n_ab = ⟨φ_a, ρ φ_b⟩ with the density operator ρ = Σ_i f_i |ψ_i⟩⟨ψ_i|. The Hubbard energy and the coefficient matrix of the potential are

    E_U(n) = (U/2) Re Tr(n − n²)
    W_ab = U (δ_ab/2 − n_ab)

where δ_ab is the Kronecker symbol. The real constant U stands for the effective on-site interaction within the correlated shell. In terms of the eigenvalues λ of n the energy is (U/2) Σ λ(1 − λ), which for U > 0 penalises eigenvalues between 0 and 1; these are in general not the orbital occupations f_i. U is an input of either sign. For any matrix A indexed by M, the separable operator S_A and the Hubbard potential V are

    S_A x = Σ_ab A_ab ⟨φ_b, x⟩ φ_a
    V = S_W

The first index of the coefficient matrix goes with the ket φ_a and the second with the bra φ_b. This order is tied to the order chosen in n_ab.

## The derivative along an orbital displacement

The matrix n is Hermitian. Fix an orbital i and a direction η ∈ E, replace ψ_i by ψ_i + tη with t real, and keep the other orbitals, the occupations and the projectors fixed. Then

    d/dt E_U at t = 0  =  2 f_i Re ⟨η, V ψ_i⟩

with V built from the undisplaced n. This is a special case of a statement about paths. If all occupations f_i(t) and orbitals ψ_i(t) are differentiable at t₀ with derivatives f_i' and ψ_i', the projectors again fixed, then

    dE_U/dt = Σ_i [ f_i' Re ⟨ψ_i, V ψ_i⟩ + 2 f_i Re ⟨ψ_i', V ψ_i⟩ ]

with everything on the right evaluated at t₀.

## Energy and Hamiltonian routines in a DFT+U code

In the simplified DFT+U correction with one parameter U, for one site and one spin channel with fixed projectors, this identity ties the routine that evaluates E_U to the routine that applies the Hubbard term of the Hamiltonian: the vector f_i V ψ_i is the Hubbard contribution to the derivative of the energy with respect to the conjugate orbital, and the gradient with respect to the real inner product Re⟨·, ·⟩ is twice this vector. In a direct minimisation of the energy, a line search that moves each orbital ψ_i with initial velocity η_i at fixed occupations starts with the slope Σ_i 2 f_i Re⟨η_i, Vψ_i⟩ in E_U. If the occupations vary as well, Re⟨ψ_i, Vψ_i⟩ is the slope of E_U with respect to f_i.

In reciprocal space V need not be stored as a matrix over basis functions. Let e_g, with g in a finite set G, be an orthonormal basis of E, such as the normalised plane waves below a cutoff, and write v(g) = ⟨e_g, v⟩. Then

    (S_A x)(g) = Σ_ab A_ab φ_a(g) Σ_g' conj(φ_b(g')) x(g')

The inner sum does not depend on g. A code forms the projections p_b = Σ_g' conj(φ_b(g')) x(g'), multiplies them by A, and accumulates Σ_a φ_a(g) (Ap)_a.

A small case serves for a finite-difference comparison. Take one unit projector φ, one orbital with f = 1 and ⟨φ, ψ⟩ = 1/2, and η = φ. Then n = 1/4, E_U = 3U/32, W = U/4, and the formula gives the slope 2 · (U/4) · (1/2) = U/4. Directly, with c = 1/2 + t, E_U = (U/2)(c² − c⁴) has slope (U/2)(2c − 4c³) = U/4 at t = 0. A real symmetric n, as here, is blind to a transposed index order between n and V, so a comparison aimed at that error needs at least two projectors and complex projections.

## From the trace to the matrix element of V

Hermiticity uses only that f_i is real and that conjugation swaps the arguments of the inner product:

    conj(n_ba) = Σ_i f_i ⟨ψ_i, φ_b⟩ ⟨φ_a, ψ_i⟩ = n_ab

With † the conjugate transpose, (n − n²)† = n − n², so Tr(n − n²) equals its own conjugate and the Re in E_U discards nothing. Also W† = W, because U and 1/2 are real.

A separable operator with Hermitian A is symmetric. Conjugate-linearity in the first slot, conj(A_ab) = A_ba and an exchange of the dummy labels give

    ⟨S_A x, y⟩ = Σ_ab conj(A_ab) ⟨x, φ_b⟩ ⟨φ_a, y⟩
               = Σ_ab A_ba ⟨φ_a, y⟩ ⟨x, φ_b⟩ = ⟨x, S_A y⟩

Define the projected dyad D(x, y)_ab = ⟨φ_a, x⟩⟨y, φ_b⟩, the matrix of |x⟩⟨y| between projectors. For any A,

    Tr(A D(x, y)) = Σ_ab A_ab ⟨φ_b, x⟩ ⟨y, φ_a⟩ = ⟨y, S_A x⟩

Now let n(t) be a matrix path with entrywise derivative n'. The product rule and the cyclic property Tr(n' n) = Tr(n n') give

    dE_U/dt = (U/2) Re Tr(n' − n' n − n n')
            = (U/2) Re Tr(n' − 2 n n')
            = Re Tr(W n')

No commutation of n with n' is needed. For the occupation matrix, each term is a product of three factors f_i, ⟨φ_a, ψ_i⟩ and ⟨ψ_i, φ_b⟩, and with φ constant

    n' = Σ_i [ f_i' D(ψ_i, ψ_i) + f_i ( D(ψ_i', ψ_i) + D(ψ_i, ψ_i') ) ]

Inserting this into Re Tr(W n') and using the dyad identity term by term,

    dE_U/dt = Σ_i Re [ f_i' ⟨ψ_i, Vψ_i⟩ + f_i ( ⟨ψ_i, Vψ_i'⟩ + ⟨ψ_i', Vψ_i⟩ ) ]

Since W is Hermitian, V is symmetric, so ⟨ψ_i, Vψ_i'⟩ = ⟨Vψ_i, ψ_i'⟩ = conj⟨ψ_i', Vψ_i⟩. The last two terms have the same real part, which produces the factor 2 of the path formula. For the straight displacement all f_j' vanish, ψ_i' = η and ψ_j' = 0 for j ≠ i, so one term survives.

The reciprocal-space form follows from expanding ⟨e_g, S_A x⟩ by linearity and inserting completeness, ⟨φ_b, x⟩ = Σ_g' ⟨φ_b, e_g'⟩⟨e_g', x⟩, with ⟨φ_b, e_g'⟩ = conj(φ_b(g')).

## The Lean 4 file

```lean
import Mathlib

open Matrix
open scoped InnerProductSpace ComplexConjugate

namespace HubbardSeparablePotential

noncomputable section

variable {E : Type*} [NormedAddCommGroup E] [InnerProductSpace ℂ E]
variable {M I : Type*} [Fintype M] [DecidableEq M] [Fintype I]

/-- Occupation matrix `n_ab = ∑ᵢ fᵢ ⟨φ_a, ψᵢ⟩ ⟨ψᵢ, φ_b⟩` of the projectors `φ` for orbitals `ψ`
with real occupations `f`. -/
def occ (φ : M → E) (f : I → ℝ) (ψ : I → E) : Matrix M M ℂ :=
  Matrix.of fun a b => ∑ i, (f i : ℂ) * ⟪φ a, ψ i⟫_ℂ * ⟪ψ i, φ b⟫_ℂ

/-- Hubbard energy `(U/2) Re Tr(n - n²)` of a matrix `n`. -/
def energy (U : ℝ) (n : Matrix M M ℂ) : ℝ := U / 2 * (trace (n - n * n)).re

/-- Coefficient matrix `U (δ/2 - n)` of the Hubbard potential. -/
def potMat (U : ℝ) (n : Matrix M M ℂ) : Matrix M M ℂ :=
  (U : ℂ) • ((1 / 2 : ℂ) • (1 : Matrix M M ℂ) - n)

/-- Separable nonlocal operator `x ↦ ∑_ab W_ab φ_a ⟨φ_b, x⟩`. -/
def sep (φ : M → E) (W : Matrix M M ℂ) (x : E) : E :=
  ∑ a, ∑ b, (W a b * ⟪φ b, x⟫_ℂ) • φ a

/-- Hubbard potential `V = ∑_ab U (δ/2 - n)_ab φ_a ⟨φ_b, ·⟩` built from the occupation
matrix. -/
def hubbardV (U : ℝ) (φ : M → E) (f : I → ℝ) (ψ : I → E) (x : E) : E :=
  sep φ (potMat U (occ φ f ψ)) x

/-- Matrix elements `⟨φ_a, x⟩ ⟨y, φ_b⟩` of the dyad `|x⟩⟨y|` between projectors. -/
def dyad (φ : M → E) (x y : E) : Matrix M M ℂ :=
  Matrix.of fun a b => ⟪φ a, x⟫_ℂ * ⟪y, φ b⟫_ℂ

omit [Fintype M] [DecidableEq M] in
/-- The occupation matrix is Hermitian. -/
theorem occ_isHermitian (φ : M → E) (f : I → ℝ) (ψ : I → E) : (occ φ f ψ).IsHermitian := by
  refine Matrix.IsHermitian.ext fun a b => ?_
  simp only [occ, Matrix.of_apply, Complex.star_def, map_sum, map_mul, Complex.conj_ofReal,
    inner_conj_symm]
  exact Finset.sum_congr rfl fun i _ => by ring

omit [DecidableEq M] in
/-- For Hermitian `n` the real Hubbard energy equals the full complex trace
`(U/2) Tr(n - n²)`. -/
theorem energy_eq_trace (U : ℝ) {n : Matrix M M ℂ} (hn : n.IsHermitian) :
    (energy U n : ℂ) = (U : ℂ) / 2 * trace (n - n * n) := by
  have h : star (trace (n - n * n)) = trace (n - n * n) := by
    rw [← trace_conjTranspose, conjTranspose_sub, conjTranspose_mul, hn.eq]
  have h' : ((trace (n - n * n)).re : ℂ) = trace (n - n * n) := Complex.conj_eq_iff_re.mp h
  unfold energy
  rw [Complex.ofReal_mul, h']
  push_cast
  ring

omit [Fintype M] in
/-- For Hermitian `n` the coefficient matrix `U (δ/2 - n)` is Hermitian. -/
theorem potMat_isHermitian (U : ℝ) {n : Matrix M M ℂ} (hn : n.IsHermitian) :
    (potMat U n).IsHermitian := by
  have h1 : star (U : ℂ) = U := Complex.conj_ofReal U
  have h2 : star (1 / 2 : ℂ) = 1 / 2 := by simp
  unfold Matrix.IsHermitian potMat
  rw [conjTranspose_smul, conjTranspose_sub, conjTranspose_smul, conjTranspose_one, hn.eq,
    h1, h2]

omit [DecidableEq M] in
/-- A separable operator with Hermitian coefficient matrix is symmetric. -/
theorem sep_symm (φ : M → E) {W : Matrix M M ℂ} (hW : W.IsHermitian) (x y : E) :
    ⟪sep φ W x, y⟫_ℂ = ⟪x, sep φ W y⟫_ℂ := by
  simp only [sep, sum_inner, inner_smul_left, map_mul, inner_conj_symm]
  simp only [inner_sum, inner_smul_right]
  rw [Finset.sum_comm]
  refine Finset.sum_congr rfl fun a _ => Finset.sum_congr rfl fun b _ => ?_
  have h : (starRingEnd ℂ) (W b a) = W a b := hW.apply a b
  rw [h]
  ring

omit [DecidableEq M] in
/-- The trace of `W` against the dyad `|x⟩⟨y|` is the matrix element between `y` and `x` of the
separable operator with coefficients `W`. -/
theorem trace_dyad (φ : M → E) (W : Matrix M M ℂ) (x y : E) :
    trace (W * dyad φ x y) = ⟪y, sep φ W x⟫_ℂ := by
  simp only [Matrix.trace, Matrix.diag_apply, Matrix.mul_apply, dyad, Matrix.of_apply, sep,
    inner_sum, inner_smul_right, mul_assoc]

omit [DecidableEq M] in
/-- In a finite orthonormal basis `e_G`, the separable operator `S` with coefficients `W` acts as
`(S x)(G) = ∑_ab W_ab φ_a(G) ∑_G' conj φ_b(G') x(G')`, with `v(G) = ⟨e_G, v⟩`. -/
theorem sep_coeff {G : Type*} [Fintype G] (e : OrthonormalBasis G ℂ E) (φ : M → E)
    (W : Matrix M M ℂ) (x : E) (g : G) :
    ⟪e g, sep φ W x⟫_ℂ = ∑ a, ∑ b, W a b * ⟪e g, φ a⟫_ℂ *
      ∑ g', conj ⟪e g', φ b⟫_ℂ * ⟪e g', x⟫_ℂ := by
  simp only [inner_conj_symm, e.sum_inner_mul_inner, sep, inner_sum, inner_smul_right]
  exact Finset.sum_congr rfl fun a _ => Finset.sum_congr rfl fun b _ => by ring

/-- Along a differentiable matrix path `n(t)` the Hubbard energy changes at the rate
`Re Tr(U (δ/2 - n) n')`. -/
theorem energy_hasDerivAt (U : ℝ) {N : ℝ → Matrix M M ℂ} {N' : Matrix M M ℂ} {t₀ : ℝ}
    (h : ∀ a b, HasDerivAt (fun t => N t a b) (N' a b) t₀) :
    HasDerivAt (fun t => energy U (N t)) (trace (potMat U (N t₀) * N')).re t₀ := by
  have h1 : HasDerivAt (fun t => ∑ a, (N t a a - ∑ b, N t a b * N t b a))
      (∑ a, (N' a a - ∑ b, (N' a b * N t₀ b a + N t₀ a b * N' b a))) t₀ :=
    HasDerivAt.fun_sum fun a _ =>
      (h a a).fun_sub (HasDerivAt.fun_sum fun b _ => (h a b).fun_mul (h b a))
  have h2 : HasDerivAt (fun t => trace (N t - N t * N t))
      (trace (N' - (N' * N t₀ + N t₀ * N'))) t₀ := by
    simpa only [Matrix.trace, Matrix.diag_apply, Matrix.sub_apply, Matrix.add_apply,
      Matrix.mul_apply, Finset.sum_add_distrib] using h1
  -- cyclicity of the trace merges the two product-rule terms
  have h3 : trace (potMat U (N t₀) * N')
      = ((U / 2 : ℝ) : ℂ) * trace (N' - (N' * N t₀ + N t₀ * N')) := by
    rw [trace_sub, trace_add, trace_mul_comm N' (N t₀)]
    simp only [potMat, Matrix.smul_mul, Matrix.sub_mul, Matrix.one_mul, trace_smul, trace_sub,
      smul_eq_mul]
    push_cast
    ring
  rw [h3, Complex.re_ofReal_mul]
  exact (Complex.reCLM.hasFDerivAt.comp_hasDerivAt t₀ h2).const_mul (U / 2)

omit [Fintype M] [DecidableEq M] in
/-- When occupations and orbitals vary differentiably, the derivative of the occupation matrix
is the projection of `∑ᵢ fᵢ' |ψᵢ⟩⟨ψᵢ| + fᵢ (|ψᵢ'⟩⟨ψᵢ| + |ψᵢ⟩⟨ψᵢ'|)`. -/
theorem occ_hasDerivAt (φ : M → E) {f : ℝ → I → ℝ} {f' : I → ℝ} {ψ : ℝ → I → E} {ψ' : I → E}
    {t₀ : ℝ} (hf : ∀ i, HasDerivAt (fun t => f t i) (f' i) t₀)
    (hψ : ∀ i, HasDerivAt (fun t => ψ t i) (ψ' i) t₀) (a b : M) :
    HasDerivAt (fun t => occ φ (f t) (ψ t) a b)
      ((∑ i, ((f' i : ℂ) • dyad φ (ψ t₀ i) (ψ t₀ i) +
        (f t₀ i : ℂ) • (dyad φ (ψ' i) (ψ t₀ i) + dyad φ (ψ t₀ i) (ψ' i)))) a b) t₀ := by
  simp only [occ, dyad, Matrix.sum_apply, Matrix.add_apply, Matrix.smul_apply, Matrix.of_apply,
    smul_eq_mul]
  refine HasDerivAt.fun_sum fun i _ => ?_
  have h1 := (hf i).ofReal_comp
  have h2 := (hasDerivAt_const t₀ (φ a)).inner ℂ (hψ i)
  have h3 := (hψ i).inner ℂ (hasDerivAt_const t₀ (φ b))
  refine ((h1.fun_mul h2).fun_mul h3).congr_deriv ?_
  simp only [inner_zero_left, inner_zero_right]
  ring

/-- When all occupations and orbitals vary differentiably,
`dE/dt = ∑ᵢ (fᵢ' Re⟨ψᵢ, V ψᵢ⟩ + 2 fᵢ Re⟨ψᵢ', V ψᵢ⟩)` with the Hubbard potential `V`. -/
theorem hubbard_hasDerivAt_path (U : ℝ) (φ : M → E) {f : ℝ → I → ℝ} {f' : I → ℝ}
    {ψ : ℝ → I → E} {ψ' : I → E} {t₀ : ℝ}
    (hf : ∀ i, HasDerivAt (fun t => f t i) (f' i) t₀)
    (hψ : ∀ i, HasDerivAt (fun t => ψ t i) (ψ' i) t₀) :
    HasDerivAt (fun t => energy U (occ φ (f t) (ψ t)))
      (∑ i, (f' i * (⟪ψ t₀ i, hubbardV U φ (f t₀) (ψ t₀) (ψ t₀ i)⟫_ℂ).re +
        2 * f t₀ i * (⟪ψ' i, hubbardV U φ (f t₀) (ψ t₀) (ψ t₀ i)⟫_ℂ).re)) t₀ := by
  refine (energy_hasDerivAt U (N := fun t => occ φ (f t) (ψ t))
    (occ_hasDerivAt φ hf hψ)).congr_deriv ?_
  simp only [Matrix.mul_sum, trace_sum, Matrix.mul_add, Matrix.mul_smul, trace_add, trace_smul,
    trace_dyad, smul_eq_mul, Complex.re_sum, hubbardV]
  refine Finset.sum_congr rfl fun i _ => ?_
  have hW := potMat_isHermitian U (occ_isHermitian φ (f t₀) (ψ t₀))
  -- symmetry of `V` makes the bra and ket variations complex conjugates
  have h : (⟪ψ t₀ i, sep φ (potMat U (occ φ (f t₀) (ψ t₀))) (ψ' i)⟫_ℂ).re
      = (⟪ψ' i, sep φ (potMat U (occ φ (f t₀) (ψ t₀))) (ψ t₀ i)⟫_ℂ).re := by
    rw [← sep_symm φ hW (ψ t₀ i) (ψ' i), ← inner_conj_symm, Complex.conj_re]
  simp only [Complex.add_re, Complex.re_ofReal_mul, h]
  ring

/-- The occupation matrix is Hermitian, and the derivative of the Hubbard energy along
`ψᵢ + t η` at `t = 0`, all other orbitals fixed, is `2 fᵢ Re⟨η, V ψᵢ⟩`. -/
theorem hubbard_orbital_gradient [DecidableEq I] (U : ℝ) (φ : M → E) (f : I → ℝ) (ψ : I → E)
    (i : I) (η : E) :
    (occ φ f ψ).IsHermitian ∧
    HasDerivAt (fun t : ℝ => energy U (occ φ f (Function.update ψ i (ψ i + t • η))))
      (2 * f i * (⟪η, hubbardV U φ f ψ (ψ i)⟫_ℂ).re) 0 := by
  refine ⟨occ_isHermitian φ f ψ, ?_⟩
  have hψ : ∀ j, HasDerivAt (fun t : ℝ => Function.update ψ i (ψ i + t • η) j)
      (if j = i then η else 0) 0 := by
    intro j
    by_cases h : j = i
    · simpa [h] using ((hasDerivAt_id (0 : ℝ)).smul_const η).const_add (ψ i)
    · simp only [Function.update_of_ne h, if_neg h]
      exact hasDerivAt_const _ _
  have h0 : Function.update ψ i (ψ i + (0 : ℝ) • η) = ψ := by simp
  refine (hubbard_hasDerivAt_path U φ (f := fun _ => f) (f' := fun _ => 0)
    (ψ := fun t : ℝ => Function.update ψ i (ψ i + t • η))
    (fun j => hasDerivAt_const _ _) hψ).congr_deriv ?_
  simp only [h0]
  -- only orbital `i` moves
  rw [Finset.sum_eq_single i]
  · simp
  · intro j _ hj
    simp [hj]
  · simp

end

end HubbardSeparablePotential
```

```lean
#print axioms HubbardSeparablePotential.energy_eq_trace
#print axioms HubbardSeparablePotential.sep_coeff
#print axioms HubbardSeparablePotential.hubbard_orbital_gradient
```

```
'HubbardSeparablePotential.energy_eq_trace' depends on axioms: [propext, Classical.choice, Quot.sound]
'HubbardSeparablePotential.sep_coeff' depends on axioms: [propext, Classical.choice, Quot.sound]
'HubbardSeparablePotential.hubbard_orbital_gradient' depends on axioms: [propext, Classical.choice, Quot.sound]
```

## Lean objects and their physical reading

The types `E`, `M` and `I` are the state space and the finite label sets; `E` may have any dimension and need not be complete. The definitions `occ`, `energy`, `potMat`, `sep`, `hubbardV` and `dyad` are n, E_U, W, S_A applied to a vector, V applied to a vector, and D. The argument of `sep` named `W` is an arbitrary matrix, the A above. The predicate `HasDerivAt F F' t₀` says that F, a function of a real variable, is differentiable at t₀ with derivative F'.

`hubbard_orbital_gradient` reads: for all U, φ, f, ψ, i and η, the matrix `occ φ f ψ` is Hermitian, and the energy of the family `Function.update ψ i (ψ i + t • η)`, which is ψ with orbital i displaced, has derivative 2 f_i Re⟨η, Vψ_i⟩ at t = 0. It carries no hypothesis on the data. Because η is arbitrary, applying it to η times the imaginary unit yields 2 f_i Im⟨η, Vψ_i⟩, so the slopes determine f_i⟨η, Vψ_i⟩ completely. `hubbard_hasDerivAt_path` is the path formula; its hypotheses `hf` and `hψ` state differentiability at t₀ of each occupation and, in the norm of E, of each orbital. `energy` is defined with a real part so that it is real for every matrix, and `energy_eq_trace` states that for Hermitian n it equals the full (U/2) Tr(n − n²).

## How the lemmas follow the algebra

`occ_isHermitian` conjugates entry by entry with `inner_conj_symm` and reorders the factors. `energy_eq_trace` and `potMat_isHermitian` push the conjugate transpose through differences, products and real scalars. In `sep_symm`, `Finset.sum_comm` is the exchange of dummy labels and `hW.apply a b` supplies the conjugation rule for the coefficients. `trace_dyad` expands both sides to the same double sum. `sep_coeff` collapses the sum over g' with `e.sum_inner_mul_inner`, the completeness relation.

In `energy_hasDerivAt`, `h1` differentiates the trace written as an explicit sum of entries, `h2` restates this in matrix form, and `h3` applies `trace_mul_comm` to merge n'n with nn'. Composition with `Complex.reCLM` takes the real part. Hermiticity of the path is not assumed in this lemma. `occ_hasDerivAt` is the three-factor product rule, in which the derivative of each constant projector contributes a zero term. `hubbard_hasDerivAt_path` chains these two lemmas, converts traces by `trace_dyad`, and uses `sep_symm` to identify the real parts of the two orbital terms. The main theorem feeds in constant occupations and the velocities `if j = i then η else 0`, and `Finset.sum_eq_single i` keeps the moving orbital.

## Fixed projectors, unconstrained orbitals, exact arithmetic

The projectors do not depend on t in either orbital theorem. Hubbard forces and stress, which arise when φ_a moves with the atoms or the cell, are not covered; `energy_hasDerivAt` applies to any differentiable matrix path, but the corresponding n' is not computed here. U is constant as well.

The displacement ψ_i + tη does not preserve normalisation, and the slope is the unconstrained one. A path that keeps the orbitals orthonormal is allowed in the path theorem, but no constraint term or eigenvalue equation is stated. The results are first derivatives along real one-parameter paths; second derivatives and convergence of a self-consistent cycle are not addressed.

Nothing bounds the eigenvalues of n or the sign of E_U, since f_i is any real number and the vectors are arbitrary. The identity therefore holds just as well for occupations that include a spin factor 2, and cannot detect that n − n² is then being evaluated on a matrix normalised differently from the per-spin one. There is one occupation matrix and one U, with no sum over sites, spin channels or k-points and no separate exchange parameter.

`sep_coeff` needs an orthonormal basis of the whole of E indexed by a finite set, so there E is finite-dimensional and the projectors lie inside the basis span: they are the truncated projectors a code holds. The theorem uses no property of plane waves beyond orthonormality and completeness in that span. Lattice periodicity, structure factors, radial transforms and the cell-volume factors of unnormalised Fourier conventions are not modelled, and neither are the cutoff error relative to untruncated projectors and floating-point rounding.
